# Bulk modulus under linear strain: logarithmic slope −3B′, and a rise of over 12 percent at one percent contraction when B′ ≥ 4

Let P(V) be the pressure of a crystal at volume V and fixed temperature. Its isothermal bulk modulus is

B(V) = −V P′(V),

where the prime on P means d/dV. The prime on B has a different meaning, by long custom: it is the derivative with respect to pressure along the same curve,

B′ = dB/dP = (dB/dV) / (dP/dV).

B′ is dimensionless. The linear strain x scales every edge of the crystal by 1 + x, so a crystal of reference volume V0 has the volume

V(x) = V0 (1 + x)³.

Negative x is contraction. The reference volume need not be the one at zero pressure.

The question is how much stiffer a crystal becomes when its lattice parameter shrinks a little. At the reference volume the relative change of B per unit linear strain is −3B′, provided that P′ < 0 and that P′ is differentiable there. For a contraction of one percent, B rises by more than 12 percent if these two conditions hold and B′ is at least 4 throughout the contraction.

The condition P′ < 0 says that the crystal resists compression: a smaller volume needs a higher pressure. The condition B′ ≥ 4 says that each small increase of pressure raises the bulk modulus by at least four times that increase.

## The logarithmic slope by the chain rule

Differentiating B = −V P′ gives

dB/dV = −(P′ + V P″).

The volume responds to strain at the rate

dV/dx = 3 V0 (1 + x)² = 3V/(1 + x).

By the definition of B′, dB/dV = B′ P′. The chain rule then gives, for x > −1,

d ln B/dx = (1/B) (dB/dV) (dV/dx)

= [1/(−V P′)] · B′ P′ · 3V/(1 + x)

= −3B′/(1 + x).

Here B′ and P′ are taken at V(x). At x = 0 the slope is −3B′(V0). The logarithm is that of the numerical value of B in some fixed unit, and changing the unit adds a constant that the derivative removes.

## From the slope to a finite compression

A slope at one point does not bound a finite change. For that, suppose that P′ < 0, that P′ is differentiable and that B′ ≥ b at every volume from V1 to V2, with 0 < V1 ≤ V2, and consider the product B(V) Vᵇ. Its derivative is

d(B Vᵇ)/dV = B′ P′ Vᵇ + b B Vᵇ⁻¹.

Since B = −V P′, the second term equals −b P′ Vᵇ, and so

d(B Vᵇ)/dV = Vᵇ P′ (B′ − b) ≤ 0.

The product does not increase with volume. Comparing its values at the two ends gives B(V1) V1ᵇ ≥ B(V2) V2ᵇ, or

B(V1) ≥ B(V2) (V2/V1)ᵇ.

If B′ equals b everywhere, the derivative vanishes and B follows the power law B = B0 (V0/V)ᵇ, where B0 is the bulk modulus at V0.

For x = −0.01 the volume ratio is V0/V = (100/99)³. With b = 4,

(V0/V)⁴ = (100/99)¹² = (1 + 1/99)¹² ≥ 1 + 12/99 > 1.12.

The value is about 1.128. A larger b gives a larger factor, because V0/V exceeds 1.

In electronic-structure work this means that a bulk modulus evaluated at a lattice parameter one percent below the reference comes out more than 12 percent higher, for a calculated one-variable curve P(V) that meets the conditions on P′ and B′ over that range.

## The equation of state as a real function

In Lean, P is a function from ℝ to ℝ, and volumes, pressures and strains are real numbers in fixed units. No particular pressure formula is chosen.

```lean
import Mathlib

open Set

namespace BulkModulusUnderStrain

noncomputable section
```

The first definition is the bulk modulus, with `deriv P V` for P′(V).

```lean
/-- The isothermal bulk modulus `B = -V dP/dV` of an equation of state `P(V)`. -/
def bulkModulus (P : ℝ → ℝ) (V : ℝ) : ℝ := -(V * deriv P V)
```

The name `pressureDerivative` stands for B′, the derivative of B with respect to pressure. It is not the derivative of the pressure, which is `deriv P V`.

```lean
/-- The pressure derivative of the bulk modulus, `B' = (dB/dV) / (dP/dV)`,
for volumes at which `dP/dV` is nonzero. -/
def pressureDerivative (P : ℝ → ℝ) (V : ℝ) : ℝ :=
  deriv (bulkModulus P) V / deriv P V
```

The strained volume `volume V0 x` is V(x), with x = 0 at the reference state.

```lean
/-- The volume of a crystal whose edges are all scaled by `1 + x`. -/
def volume (V0 x : ℝ) : ℝ := V0 * (1 + x) ^ 3
```

This definition is purely geometrical. The step to a real crystal that the hypotheses leave open is that scaling all edges equally follows the crystal's hydrostatic P(V) curve. Cubic symmetry provides this as long as the structure stays cubic; in a crystal of lower symmetry, hydrostatic pressure generally changes the edges by different fractions.

## Sign and volume derivative of B

At positive volume, P′ < 0 makes B positive. The proof is the sign rule for a product, followed by a change of sign.

```lean
/-- At a positive volume where `dP/dV < 0`, the bulk modulus is positive. -/
theorem bulkModulus_pos {P : ℝ → ℝ} {V : ℝ} (hV : 0 < V) (hP : deriv P V < 0) :
    0 < bulkModulus P V :=
  neg_pos.mpr (mul_neg_of_pos_of_neg hV hP)
```

The next lemma is the formula dB/dV = −(P′ + V P″). The statement `HasDerivAt f c x` means that f is differentiable at x with derivative c. The hypothesis `hd` says that P′ is differentiable at V, so P″ exists there, but P″ need not be continuous.

```lean
/-- Where `P'` is differentiable, the bulk modulus changes with volume at the
rate `-(P' + V P'')`. -/
theorem hasDerivAt_bulkModulus {P : ℝ → ℝ} {V : ℝ}
    (hd : DifferentiableAt ℝ (deriv P) V) :
    HasDerivAt (bulkModulus P) (-(deriv P V + V * deriv (deriv P) V)) V := by
  have h := ((hasDerivAt_id' V).fun_mul hd.hasDerivAt).fun_neg
  exact h.congr_deriv (by ring)
```

The proof applies the product rule to V · P′(V) and changes the sign.

## The slope −3B′/(1 + x) at any admissible strain

The theorem takes V0 > 0 and x > −1, so that the strained volume is positive. The conditions on P are required only at that one volume. Lean assigns the value 0 to `deriv` where a function is not differentiable, so `hP`, which says that P′ is negative, already implies that P is differentiable there.

```lean
/-- At a linear strain `x > -1` of a crystal with `V0 > 0`, where `P' < 0` and `P'` is
differentiable, the logarithm of the bulk modulus has strain derivative `-3 B' / (1 + x)`. -/
theorem hasDerivAt_log_bulkModulus {P : ℝ → ℝ} {V0 x : ℝ} (hV : 0 < V0) (hx : -1 < x)
    (hP : deriv P (volume V0 x) < 0)
    (hd : DifferentiableAt ℝ (deriv P) (volume V0 x)) :
    HasDerivAt (fun y => Real.log (bulkModulus P (volume V0 y)))
      (-3 * pressureDerivative P (volume V0 x) / (1 + x)) x := by
  have h1 : 0 < 1 + x := by linarith
  -- the volume responds to strain at the rate 3 V0 (1 + x)^2
  have hvol : HasDerivAt (volume V0) (3 * V0 * (1 + x) ^ 2) x := by
    have h := (((hasDerivAt_id' x).const_add 1).fun_pow 3).const_mul V0
    refine h.congr_deriv ?_
    rw [show 3 - 1 = 2 from rfl]
    push_cast
    ring
  have hB := (hasDerivAt_bulkModulus hd).differentiableAt.hasDerivAt
  have hne : -(V0 * (1 + x) ^ 3 * deriv P (volume V0 x)) ≠ 0 :=
    neg_ne_zero.mpr (mul_ne_zero (mul_pos hV (pow_pos h1 3)).ne' hP.ne)
  -- chain rule, first through the volume and then through the logarithm
  have hl := (hB.comp x hvol).log hne
  refine hl.congr_deriv ?_
  change deriv (bulkModulus P) (volume V0 x) * (3 * V0 * (1 + x) ^ 2) /
    (-(V0 * (1 + x) ^ 3 * deriv P (volume V0 x))) = _
  have e : pressureDerivative P (volume V0 x) * deriv P (volume V0 x)
      = deriv (bulkModulus P) (volume V0 x) := div_mul_cancel₀ _ hP.ne
  rw [div_eq_div_iff hne h1.ne']
  linear_combination (-(3 * V0 * (1 + x) ^ 3)) * e
```

The proof follows the chain rule above. The step `hvol` is dV/dx = 3V0(1 + x)², and `hB` supplies the derivative of B at the strained volume. The step `hne` shows that B is nonzero, as the derivative of a logarithm requires. Composition and the logarithm rule then give (dB/dV)(dV/dx)/B. The identity `e` is B′P′ = dB/dV, the definition of B′ multiplied through by P′. After the denominators are cleared, `linear_combination` uses `e` to reduce the remaining equality to algebra.

At zero strain the volume is V0 and the factor 1 + x is 1, which leaves the slope −3B′(V0).

```lean
/-- At the reference volume `V0 > 0`, where `P' < 0` and `P'` is differentiable, the
logarithm of the bulk modulus has derivative `-3 B'` in the linear strain. -/
theorem hasDerivAt_log_bulkModulus_zero {P : ℝ → ℝ} {V0 : ℝ} (hV : 0 < V0)
    (hP : deriv P V0 < 0) (hd : DifferentiableAt ℝ (deriv P) V0) :
    HasDerivAt (fun x => Real.log (bulkModulus P (volume V0 x)))
      (-3 * pressureDerivative P V0) 0 := by
  have h0 : volume V0 0 = V0 := by simp [volume]
  have h := hasDerivAt_log_bulkModulus (P := P) (x := 0) hV (by norm_num)
    (by rwa [h0]) (by rwa [h0])
  rw [h0] at h
  exact h.congr_deriv (by simp)
```

## A lower bound on B for a finite compression

The comparison theorem concerns two volumes with 0 < V1 ≤ V2. The set `Icc V1 V2` is the closed interval between them, and the three conditions (P′ negative, P′ differentiable, B′ at least b) are imposed at each of its points. The derivatives are two-sided even at the ends, so the equation of state must be defined a little beyond the range of compression. The exponent b may be any real number. If V1 = V2, the bound holds with equality.

```lean
/-- Let `P' < 0`, `P'` be differentiable and `B' ≥ b` at all volumes from `V1 > 0` to `V2`.
Then compression from `V2` to `V1` multiplies the bulk modulus by at least `(V2/V1)^b`. -/
theorem bulkModulus_compression_bound {P : ℝ → ℝ} {V1 V2 b : ℝ} (h1 : 0 < V1)
    (h12 : V1 ≤ V2) (hP : ∀ V ∈ Icc V1 V2, deriv P V < 0)
    (hd : ∀ V ∈ Icc V1 V2, DifferentiableAt ℝ (deriv P) V)
    (hb : ∀ V ∈ Icc V1 V2, b ≤ pressureDerivative P V) :
    bulkModulus P V2 * (V2 / V1) ^ b ≤ bulkModulus P V1 := by
  have hg : ∀ V ∈ Icc V1 V2, HasDerivAt (fun W => bulkModulus P W * W ^ b)
      (deriv (bulkModulus P) V * V ^ b + bulkModulus P V * (b * V ^ (b - 1))) V := by
    intro V hV
    have hpos : 0 < V := h1.trans_le hV.1
    exact (hasDerivAt_bulkModulus (hd V hV)).differentiableAt.hasDerivAt.fun_mul
      (Real.hasDerivAt_rpow_const (Or.inl hpos.ne'))
  -- B(V) V^b does not increase with volume
  have hanti : AntitoneOn (fun W => bulkModulus P W * W ^ b) (Icc V1 V2) := by
    apply antitoneOn_of_deriv_nonpos (convex_Icc V1 V2)
    · exact fun V hV => (hg V hV).continuousAt.continuousWithinAt
    · exact fun V hV =>
        (hg V (interior_subset hV)).differentiableAt.differentiableWithinAt
    · intro V hV'
      have hV : V ∈ Icc V1 V2 := interior_subset hV'
      have hpos : 0 < V := h1.trans_le hV.1
      have hs : V ^ b = V ^ (b - 1) * V := by
        rw [← Real.rpow_add_one hpos.ne', sub_add_cancel]
      have e : pressureDerivative P V * deriv P V = deriv (bulkModulus P) V :=
        div_mul_cancel₀ _ (hP V hV).ne
      have hB : bulkModulus P V = -(V * deriv P V) := rfl
      have k : 0 ≤ V ^ (b - 1) * V * (-deriv P V * (pressureDerivative P V - b)) :=
        mul_nonneg (mul_nonneg (Real.rpow_nonneg hpos.le _) hpos.le)
          (mul_nonneg (neg_nonneg.mpr (hP V hV).le) (sub_nonneg.mpr (hb V hV)))
      rw [(hg V hV).deriv, hs, ← e, hB]
      linarith
  have hfin : bulkModulus P V2 * V2 ^ b ≤ bulkModulus P V1 * V1 ^ b :=
    hanti (left_mem_Icc.2 h12) (right_mem_Icc.2 h12) h12
  rw [Real.div_rpow (h1.le.trans h12) h1.le, ← mul_div_assoc,
    div_le_iff₀ (Real.rpow_pos_of_pos h1 b)]
  exact hfin
```

The step `hg` is the product rule for B(V)Vᵇ, with the power rule for a real exponent at positive V. The step `hanti` shows that this product does not increase with volume. Lean's monotonicity theorem asks for continuity on the interval and a non-positive derivative in its interior.

The sign of that derivative comes from `k`, which states that

Vᵇ (−P′)(B′ − b) ≥ 0.

Here Vᵇ is written as Vᵇ⁻¹ · V, so that both terms of the product rule contain the same power. This is the factorisation found above with its sign reversed, and `linarith` matches the two expressions. The last step, `hfin`, compares the two ends of the interval, and division by V1ᵇ puts the inequality into the stated form.

## One percent contraction

The strain −0.01 multiplies each edge by 99/100 and the volume by the cube of that number.

```lean
/-- A one percent contraction of every edge scales the volume by `(99/100)^3`. -/
theorem volume_one_percent (V0 : ℝ) : volume V0 (-0.01) = V0 * (99 / 100) ^ 3 := by
  unfold volume
  norm_num
```

The first numerical result takes the power law as given. Its statement contains the formula B0(V0/V)ᵇ directly and does not mention a pressure function. The hypotheses are B0 > 0, V0 > 0 and b ≥ 4.

```lean
/-- If `B(V) = B0 (V0/V)^b` with `B0, V0 > 0` and `b ≥ 4`, a one percent linear
contraction gives `B/B0 > 1.12`. -/
theorem power_law_one_percent {B0 V0 b : ℝ} (hB : 0 < B0) (hV : 0 < V0) (hb : 4 ≤ b) :
    1.12 < B0 * (V0 / volume V0 (-0.01)) ^ b / B0 := by
  have hr : V0 / volume V0 (-0.01) = (100 / 99) ^ 3 := by
    rw [volume_one_percent, div_eq_iff (by positivity)]
    ring
  -- the exponent 4 is the least favourable case
  have hle : ((100 / 99 : ℝ) ^ 3) ^ ((4 : ℕ) : ℝ) ≤ ((100 / 99 : ℝ) ^ 3) ^ b :=
    Real.rpow_le_rpow_of_exponent_le (by norm_num) (by simpa using hb)
  rw [Real.rpow_natCast] at hle
  rw [mul_div_cancel_left₀ _ hB.ne', hr]
  exact lt_of_lt_of_le (by norm_num) hle
```

The step `hr` computes the volume ratio (100/99)³. The step `hle` says that raising this ratio, which is greater than 1, to the power b gives at least its fourth power. Once the exponent 4 is read as a natural number, `norm_num` checks that the fourth power is greater than 1.12. The factor B0 cancels because it is nonzero.

The final theorem replaces the power law by the bound on B′. It applies to every P(V) that satisfies the three conditions from the contracted volume up to V0.

```lean
/-- For any equation of state with `V0 > 0` and with `P' < 0`, `P'` differentiable and
`B' ≥ 4` throughout a one percent linear contraction from `V0`, the bulk modulus rises by
more than 12 percent. -/
theorem stiffening_one_percent {P : ℝ → ℝ} {V0 : ℝ} (hV : 0 < V0)
    (hP : ∀ V ∈ Icc (volume V0 (-0.01)) V0, deriv P V < 0)
    (hd : ∀ V ∈ Icc (volume V0 (-0.01)) V0, DifferentiableAt ℝ (deriv P) V)
    (hb : ∀ V ∈ Icc (volume V0 (-0.01)) V0, 4 ≤ pressureDerivative P V) :
    1.12 < bulkModulus P (volume V0 (-0.01)) / bulkModulus P V0 := by
  have hpos : 0 < volume V0 (-0.01) := by
    rw [volume_one_percent]
    positivity
  have hle : volume V0 (-0.01) ≤ V0 := by
    rw [volume_one_percent]
    linarith
  have hB : 0 < bulkModulus P V0 := bulkModulus_pos hV (hP V0 (right_mem_Icc.2 hle))
  have h := power_law_one_percent hB hV (le_refl (4 : ℝ))
  rw [lt_div_iff₀ hB] at h ⊢
  exact h.trans_le (bulkModulus_compression_bound hpos hle hP hd hb)

end

end BulkModulusUnderStrain
```

The proof first checks that the contracted volume is positive and no larger than V0, and that B(V0) is positive. It then uses the power-law result with B0 = B(V0) and b = 4, which gives

1.12 B(V0) < B(V0) (V0/V)⁴,

where V is the contracted volume. The comparison theorem bounds the right-hand side from above by B(V), and the two inequalities together give B(V)/B(V0) > 1.12.

The bound on B′ is assumed over the whole contraction and is not derived from a model of the solid. A fit that returns B′ = 4 at V0 does not supply it, since B′ often decreases under compression. To apply the theorem to a fitted equation of state, one evaluates B′ from the fitted formula across the range and checks that it stays at or above 4. If it dips lower, the comparison theorem still gives a bound, with b set to a lower bound of B′ on the range, and the factor by which B is multiplied is then guaranteed to be at least (100/99)³ᵇ instead of (100/99)¹².

```lean
#print axioms BulkModulusUnderStrain.hasDerivAt_log_bulkModulus_zero
#print axioms BulkModulusUnderStrain.stiffening_one_percent
```

```
'BulkModulusUnderStrain.hasDerivAt_log_bulkModulus_zero' depends on axioms: [propext, Classical.choice, Quot.sound]
'BulkModulusUnderStrain.stiffening_one_percent' depends on axioms: [propext, Classical.choice, Quot.sound]
```
